# A Statically Frozen Oscillator Background Overestimates the Lower Plasmon Frequency

Suppose free carriers move in a medium of undamped, polarizable oscillators, and the frequency of the lower plasmon, the one below all the oscillators' resonances, is estimated by screening the carriers with the medium's static dielectric constant. The estimate is too high, sometimes badly. Take a squared plasma frequency of 10 and one background oscillator with squared resonance frequency 1 and strength 1, all in the same units. The static dielectric constant is 2, so the estimated squared plasmon frequency is 5, far above the resonance. The actual lower plasmon sits at $6-\sqrt{26}\approx 0.90$, below the resonance.

The error in the lower plasmon frequency has a definite sign for every choice of positive parameters and for any finite number of background oscillators, from one upwards.

## Free carriers in a polarizable medium

Let $x=\omega^2$ be the squared frequency. The carriers enter through their squared plasma frequency $P>0$, which is proportional to their density divided by their mass. The background consists of one or more oscillators labelled by $i$, with squared resonance frequencies $D_i>0$ and strengths $S_i>0$. Its response and the total dielectric function are

$$
B(x)=\sum_i\frac{S_i}{D_i-x},\qquad
\varepsilon(x)=1-\frac{P}{x}+B(x).
$$

Positive $D_i$ means that each bound charge feels a restoring force. Positive $S_i$ means that each oscillator is polarized along a static field, as for a background in its ground state.

A plasmon is a zero of $\varepsilon$. The lower plasmon is the zero with $0<x<D_i$ for every $i$. Freezing the background replaces $B(x)$ by $B(0)$, which moves the zero to

$$
F=\frac{P}{1+B(0)}=\frac{P}{1+\sum_i S_i/D_i}.
$$

The result is that exactly one lower plasmon exists and that its squared frequency is strictly less than $F$. Frequencies are positive, so the same ordering holds for $\omega$ itself.

In linear-response calculations for solids, this gives the sign of the error that static screening by bound electrons makes in the frequency of a plasmon lying below all their resonances, within a long-wavelength model of undamped oscillators with given parameters.

## The balance equation

For $x\neq 0$, multiplying $\varepsilon(x)=0$ by $x$ gives the equivalent condition

$$
g(x)=P,\qquad g(x)=x\,(1+B(x)).
$$

Below all resonances each denominator $D_i-x$ is positive and shrinks as $x$ grows. Hence $B$ is positive and strictly increasing there. For $0<u<v<D_i$ for all $i$,

$$
g(u)=u(1+B(u))<v(1+B(v))=g(v),
$$

because both factors are positive and both increase. So $g$ takes the value $P$ at most once.

## Existence from the lowest oscillator

Let $m$ label an oscillator with the smallest $D_i$, and set

$$
b=\frac{P D_m}{P+S_m}.
$$

Then $0<b<D_m$, and $D_m-b=S_mD_m/(P+S_m)$, so

$$
\frac{b\,S_m}{D_m-b}=P.
$$

The other terms of $B(b)$ are not negative. Therefore

$$
g(b)\ge b+\frac{b\,S_m}{D_m-b}=b+P>P,
$$

while $g(0)=0<P$. Since $g$ is continuous on $[0,b]$, it equals $P$ somewhere in that interval. The point is not $0$, because $g(0)\neq P$, and it lies below all resonances, because $b$ does.

## Bounds on both sides

Let $x$ be the lower plasmon. Since $0<x$, we have $B(0)<B(x)$, and

$$
x(1+B(0))<x(1+B(x))=P.
$$

Dividing by $1+B(0)>0$ gives $x<F$. Physically, the background responds more strongly at the plasmon frequency than at zero frequency, so it screens the carriers more.

If $F$ itself lies below all resonances, then $B(x)<B(F)$, and the same argument gives

$$
\frac{P}{1+B(F)}<x<F.
$$

For one oscillator with $P=S=D=1$ this reads $1/3<x<1/2$, and the zero is $(3-\sqrt5)/2\approx0.382$. The condition on $F$ matters: in the opening example $F=5$ and $B(5)=-1/4$, so the left-hand expression is $40/3$, which is no lower bound.

## The upper partner for one oscillator

With a single oscillator, multiplying $\varepsilon(x)=0$ by $x(D-x)$ and collecting terms gives

$$
x^2-(D+P+S)x+PD=0.
$$

If $x$ is one root, the other is $y=PD/x=D+P+S-x$. The quadratic can also be written as $(x-P)(D-x)+Sx=0$. For $0<x<D$ this forces $x<P$, since otherwise the left side would be positive. Hence $y>D+S$.

In particular $y$ is neither $0$ nor $D$, so it is a zero of $\varepsilon$ as well. Direct substitution confirms this: $P/y=x/D$ and, by the quadratic, $S/(D-y)=(x-D)/D$, so

$$
\varepsilon(y)=1-\frac{x}{D}+\frac{x-D}{D}=0.
$$

The value $D+S$ is the squared frequency at which the background's own dielectric function $1+S/(D-x)$ vanishes. The carriers push the upper mode above it.

## Reading the formal statement

The type `ι` labels the oscillators. It is finite and, for the inequalities, non-empty; with no oscillators the true and frozen values would coincide. The functions `S D : ι → ℝ` hold the strengths and squared resonance frequencies, and several oscillators may share a resonance. The definitions `background`, `dielectric` and `frozenPlasmon` are $B$, $\varepsilon$ and $F$. All frequency variables are squared frequencies.

The main theorem, `lower_plasmon`, assumes positive `P`, `S i` and `D i`. Its first part says that there is exactly one real `x` satisfying three conditions together: `0 < x`, `x < D i` for every `i`, and `dielectric P S D x = 0`. Its second part says that every such `x` is strictly below `frozenPlasmon P S D`. The condition `0 < x` also keeps the search away from the pole of the carrier term.

The theorem `single_oscillator` states the same result with the formulas for one oscillator written out. The lower bound is `corrected_lt_zero`, whose hypothesis `hF` places the frozen value below all resonances. The theorem `upper_partner` takes a zero between `0` and `D` and returns the second one with its bound.

The model has real frequencies, no damping and no dependence on wavevector. Its oscillator parameters are inputs, not derived from an electronic Hamiltonian or a density functional. With several distinct resonance frequencies there are also modes between and above them, about which these statements are silent.

## The Lean file

```lean
import Mathlib

open Finset

namespace PolarizableBackgroundPlasmon

noncomputable section

variable {ι : Type*} [Fintype ι]

/-- Response of a background of oscillators with strengths `S i` and squared resonance
frequencies `D i`, at squared frequency `x` different from every `D i`. -/
def background (S D : ι → ℝ) (x : ℝ) : ℝ := ∑ i, S i / (D i - x)

/-- Dielectric function of free carriers with squared plasma frequency `P` in a polarizable
background, at squared frequency `x` different from zero and from every `D i`. -/
def dielectric (P : ℝ) (S D : ι → ℝ) (x : ℝ) : ℝ := 1 - P / x + background S D x

/-- Squared plasmon frequency when the background is frozen at its static dielectric constant;
the domain is nonzero `D i` and a nonzero static constant. -/
def frozenPlasmon (P : ℝ) (S D : ι → ℝ) : ℝ := P / (1 + background S D 0)

/-- At nonzero squared frequency, the dielectric function vanishes exactly when the squared
frequency times the background dielectric constant equals `P`. -/
theorem dielectric_eq_zero_iff (P : ℝ) (S D : ι → ℝ) {x : ℝ} (hx : x ≠ 0) :
    dielectric P S D x = 0 ↔ x * (1 + background S D x) = P := by
  have hc : x * (P / x) = P := by field_simp
  have e : x * dielectric P S D x = x * (1 + background S D x) - P := by
    unfold dielectric
    linear_combination -hc
  constructor
  · intro h
    rw [h, mul_zero] at e
    linarith
  · intro h
    have h0 : x * dielectric P S D x = 0 := by rw [e, h, sub_self]
    exact (mul_eq_zero.mp h0).resolve_left hx

variable [Nonempty ι]

/-- Below all its resonances, a background of at least one oscillator, with positive strengths, has
a positive response. -/
theorem background_pos {S D : ι → ℝ} (hS : ∀ i, 0 < S i) {x : ℝ} (hx : ∀ i, x < D i) :
    0 < background S D x :=
  Finset.sum_pos (fun i _ => div_pos (hS i) (sub_pos.mpr (hx i))) Finset.univ_nonempty

/-- Below all its resonances, the response of a background of at least one oscillator, with positive
strengths, grows strictly with squared frequency. -/
theorem background_lt {S D : ι → ℝ} (hS : ∀ i, 0 < S i) {x y : ℝ} (hxy : x < y)
    (hy : ∀ i, y < D i) : background S D x < background S D y :=
  Finset.sum_lt_sum_of_nonempty Finset.univ_nonempty fun i _ =>
    div_lt_div_of_pos_left (hS i) (by linarith [hy i]) (by linarith)

/-- For at least one oscillator and positive strengths, any zero of the dielectric function at
positive squared frequency below all resonances lies strictly below the frozen-background value. -/
theorem zero_lt_frozenPlasmon {P : ℝ} {S D : ι → ℝ} (hS : ∀ i, 0 < S i) {x : ℝ}
    (hx : 0 < x) (hxD : ∀ i, x < D i) (h : dielectric P S D x = 0) :
    x < frozenPlasmon P S D := by
  have hP := (dielectric_eq_zero_iff P S D hx.ne').mp h
  have h0 := background_pos hS (fun i => hx.trans (hxD i))
  have hlt := mul_lt_mul_of_pos_left (background_lt hS hx hxD) hx
  unfold frozenPlasmon
  rw [lt_div_iff₀ (by linarith)]
  linarith

/-- For at least one oscillator and positive `P`, strengths and squared resonance frequencies, the
dielectric function has exactly one zero at positive squared frequency below all resonances, and
that zero lies strictly below the frozen-background value. -/
theorem lower_plasmon {P : ℝ} {S D : ι → ℝ} (hP : 0 < P) (hS : ∀ i, 0 < S i)
    (hD : ∀ i, 0 < D i) :
    (∃! x, 0 < x ∧ (∀ i, x < D i) ∧ dielectric P S D x = 0) ∧
      ∀ x, 0 < x → (∀ i, x < D i) → dielectric P S D x = 0 → x < frozenPlasmon P S D := by
  refine ⟨?_, fun x hx hxD h => zero_lt_frozenPlasmon hS hx hxD h⟩
  -- at `b` the lowest oscillator alone already balances the free carriers
  obtain ⟨m, hm⟩ := Finite.exists_min D
  have hSm := hS m
  have hDm := hD m
  obtain ⟨b, hb0, hbm, hkey⟩ : ∃ b, 0 < b ∧ b < D m ∧ b * S m = P * (D m - b) := by
    refine ⟨P * D m / (P + S m), by positivity, ?_, ?_⟩
    · rw [div_lt_iff₀ (by positivity)]
      nlinarith [mul_pos hSm hDm]
    · have h : P * D m / (P + S m) * (P + S m) = P * D m :=
        div_mul_cancel₀ _ (by positivity)
      linear_combination h
  have hbD : ∀ i, b < D i := fun i => hbm.trans_le (hm i)
  have hone : S m / (D m - b) ≤ background S D b :=
    Finset.single_le_sum (f := fun i => S i / (D i - b))
      (fun i _ => (div_pos (hS i) (sub_pos.mpr (hbD i))).le) (Finset.mem_univ m)
  have hbal : b * (S m / (D m - b)) = P := by
    rw [← mul_div_assoc, hkey, mul_div_cancel_right₀ _ (sub_pos.mpr hbm).ne']
  have hPb : P ≤ b * (1 + background S D b) := by
    have := mul_le_mul_of_nonneg_left hone hb0.le
    linarith
  have hcont : ContinuousOn (fun x => x * (1 + background S D x)) (Set.Icc 0 b) := by
    unfold background
    refine continuousOn_id.mul (continuousOn_const.add (continuousOn_finsetSum _ fun i _ =>
      continuousOn_const.div (continuousOn_const.sub continuousOn_id) fun x hx => ?_))
    exact sub_ne_zero.mpr (lt_of_le_of_lt hx.2 (hbD i)).ne'
  -- the intermediate value theorem gives the zero
  obtain ⟨x, hx, hfx⟩ := intermediate_value_Icc hb0.le hcont
    ⟨by simpa using hP.le, hPb⟩
  have hfx' : x * (1 + background S D x) = P := hfx
  have hx0 : 0 < x := by
    refine lt_of_le_of_ne hx.1 fun h => ?_
    rw [← h, zero_mul] at hfx'
    linarith
  have hxD : ∀ i, x < D i := fun i => lt_of_le_of_lt hx.2 (hbD i)
  -- strict growth of the balance function excludes a second zero
  have mono : ∀ u v : ℝ, 0 < u → u < v → (∀ i, v < D i) →
      u * (1 + background S D u) < v * (1 + background S D v) := by
    intro u v hu huv hv
    have h1 := background_lt hS huv hv
    have h2 := background_pos hS (fun i => huv.trans (hv i))
    exact mul_lt_mul'' huv (by linarith) hu.le (by linarith)
  refine ⟨x, ⟨hx0, hxD, (dielectric_eq_zero_iff P S D hx0.ne').mpr hfx'⟩, ?_⟩
  rintro y ⟨hy0, hyD, hy⟩
  have hfy := (dielectric_eq_zero_iff P S D hy0.ne').mp hy
  rcases lt_trichotomy y x with h | h | h
  · linarith [mono y x hy0 h hxD]
  · exact h
  · linarith [mono x y hx0 h hyD]

/-- For at least one oscillator and positive strengths, if the frozen-background value lies below
all resonances, then evaluating the background response there gives a strict lower bound on any zero
at positive squared frequency below all resonances. -/
theorem corrected_lt_zero {P : ℝ} {S D : ι → ℝ} (hS : ∀ i, 0 < S i) {x : ℝ}
    (hx : 0 < x) (hxD : ∀ i, x < D i) (h : dielectric P S D x = 0)
    (hF : ∀ i, frozenPlasmon P S D < D i) :
    P / (1 + background S D (frozenPlasmon P S D)) < x := by
  have hP := (dielectric_eq_zero_iff P S D hx.ne').mp h
  have h0 := background_pos hS hF
  have hlt := mul_lt_mul_of_pos_left
    (background_lt hS (zero_lt_frozenPlasmon hS hx hxD h) hF) hx
  rw [div_lt_iff₀ (by linarith)]
  linarith

/-- One background oscillator, with `P`, `S`, `D` positive: the dielectric function has exactly
one zero between `0` and `D`, and it lies strictly below `P / (1 + S / D)`. -/
theorem single_oscillator {P S D : ℝ} (hP : 0 < P) (hS : 0 < S) (hD : 0 < D) :
    (∃! x, 0 < x ∧ x < D ∧ 1 - P / x + S / (D - x) = 0) ∧
      ∀ x, 0 < x → x < D → 1 - P / x + S / (D - x) = 0 → x < P / (1 + S / D) := by
  simpa [dielectric, background, frozenPlasmon] using
    lower_plasmon (ι := Unit) (S := fun _ => S) (D := fun _ => D) hP
      (fun _ => hS) (fun _ => hD)

/-- One background oscillator of positive strength: if `x` is a zero between `0` and `D`, then
`P * D / x` is also a zero, and it lies above `D + S`. -/
theorem upper_partner {P S D x : ℝ} (hS : 0 < S) (hx : 0 < x) (hxD : x < D)
    (h : 1 - P / x + S / (D - x) = 0) :
    D + S < P * D / x ∧ 1 - P / (P * D / x) + S / (D - P * D / x) = 0 := by
  have hD : 0 < D := hx.trans hxD
  -- clearing denominators gives a quadratic equation
  have hq : x ^ 2 - (D + P + S) * x + P * D = 0 := by
    have h1 : P / x * x = P := div_mul_cancel₀ _ hx.ne'
    have h2 : S / (D - x) * (D - x) = S := div_mul_cancel₀ _ (sub_pos.mpr hxD).ne'
    generalize P / x = a at h h1
    generalize S / (D - x) = s at h h2
    linear_combination -x * (D - x) * h - (D - x) * h1 + x * h2
  have hxP : x < P := by
    by_contra hc
    have hc' : 0 ≤ x - P := by linarith [not_lt.mp hc]
    nlinarith [mul_nonneg hc' (sub_pos.mpr hxD).le, mul_pos hS hx]
  have hP : P ≠ 0 := (hx.trans hxP).ne'
  -- the two roots add up to `D + P + S`
  have hy : P * D / x = D + P + S - x := by
    rw [div_eq_iff hx.ne']
    linear_combination hq
  have hr : P / (P * D / x) = x / D := by
    have hD' := hD.ne'
    have hx' := hx.ne'
    field_simp
  have hn : D - (D + P + S - x) ≠ 0 := by
    have : D - (D + P + S - x) < 0 := by linarith
    exact this.ne
  have hs : S / (D - (D + P + S - x)) = (x - D) / D := by
    rw [div_eq_div_iff hn hD.ne']
    linear_combination -hq
  refine ⟨by rw [hy]; linarith, ?_⟩
  rw [hr, hy, hs, sub_div, div_self hD.ne']
  ring

end

end PolarizableBackgroundPlasmon
```

```lean
#print axioms PolarizableBackgroundPlasmon.lower_plasmon
-- 'PolarizableBackgroundPlasmon.lower_plasmon' depends on axioms: [propext, Classical.choice, Quot.sound]
#print axioms PolarizableBackgroundPlasmon.corrected_lt_zero
-- 'PolarizableBackgroundPlasmon.corrected_lt_zero' depends on axioms: [propext, Classical.choice, Quot.sound]
#print axioms PolarizableBackgroundPlasmon.single_oscillator
-- 'PolarizableBackgroundPlasmon.single_oscillator' depends on axioms: [propext, Classical.choice, Quot.sound]
#print axioms PolarizableBackgroundPlasmon.upper_partner
-- 'PolarizableBackgroundPlasmon.upper_partner' depends on axioms: [propext, Classical.choice, Quot.sound]
```

## How the lemmas fit together

The lemma `dielectric_eq_zero_iff` is the passage to the balance equation. It first proves that `x` times the dielectric function equals $g(x)-P$. One direction then follows by substitution, and the other by cancelling the nonzero factor `x`.

The two background lemmas work term by term. `background_pos` adds up positive fractions. `background_lt` compares fractions with equal numerators and decreasing positive denominators. Both need at least one oscillator to obtain a strict inequality for the sum.

In `zero_lt_frozenPlasmon`, the term `hlt` is $xB(0)<xB(x)$. The rewrite with `lt_div_iff₀` clears the positive denominator of $F$, and `linarith` combines the result with the balance equation. This lemma does not list positivity of `P` or `D` among its hypotheses, because both follow from the existence of the zero in the stated range.

The existence half of `lower_plasmon` follows the construction of $b$:

- `Finite.exists_min` picks the lowest oscillator `m`.
- `hkey` records $bS_m=P(D_m-b)$, and `hbal` turns it into the statement that this oscillator alone balances the carriers.
- `hone` bounds the full sum from below by its `m`-th term, which leads to `hPb`, the inequality $P\le g(b)$.
- `hcont` proves continuity on $[0,b]$, using that no denominator vanishes there.
- `intermediate_value_Icc` supplies the zero, and `hx0` rules out the endpoint $0$.

For uniqueness, `mono` is the strict growth of $g$. Given a second zero `y`, `lt_trichotomy` splits into three cases. If `y` were smaller or larger than `x`, `mono` would give $P<P$, so only equality remains.

The proof of `corrected_lt_zero` repeats the upper-bound argument with $F$ in place of $0$, using the already proved $x<F$ to compare $B(x)$ with $B(F)$. The proof of `single_oscillator` applies the general theorem to the one-element type `Unit`, and `simpa` reduces the sum to its only term.

In `upper_partner`, `hq` is the quadratic. The two fractions are temporarily replaced by letters `a` and `s`, so that `linear_combination` can derive it from polynomial identities. Next, `hxP` proves $x<P$ by contradiction, and `hy` expresses the partner as $D+P+S-x$, from which the bound $D+S$ is immediate. The equalities `hr` and `hs` are the two substitutions $P/y=x/D$ and $S/(D-y)=(x-D)/D$, after which the dielectric function at the partner reduces to zero by `ring`.
